# The Fröhlich coupling of a cubic diatomic crystal from its ionic charge, LO–TO splitting and the Lyddane–Sachs–Teller relation

Q: When the two sublattices of a cubic ionic crystal vibrate against each other along the wavevector, they set up a macroscopic electric field, and that field scatters electrons. I know two expressions for the strength of this scattering. One contains the ionic charges and masses, the other only the phonon frequency and two dielectric constants. Do they really agree, and under what assumptions?

A: They agree if two relations hold: one ties the splitting of the longitudinal and transverse frequencies to the ionic charge and mass, the other ties the frequencies to the dielectric constants. Take a primitive cell of volume \(\Omega\) with two ions \(\kappa=0,1\), charges \(+Z,-Z\) and masses \(M_0,M_1\). The charges are Born effective charges, the dipole per unit displacement at zero macroscopic field, and in general not the nominal valences. The reduced mass \(\mu\) satisfies \(1/\mu=1/M_0+1/M_1\). For a unit polarisation vector \(e\), the optical mode has displacements

\[
u_0=\frac{\sqrt\mu}{M_0}\,e,\qquad u_1=-\frac{\sqrt\mu}{M_1}\,e .
\]

Both signs flip on the second ion, so the two contributions to the dipole along the wavevector \(q\) add:

\[
Z\,q\cdot u_0-Z\,q\cdot u_1=Z\sqrt\mu\left(\frac1{M_0}+\frac1{M_1}\right)q\cdot e=\frac{Z}{\sqrt\mu}\,q\cdot e .
\]

Let \(\varepsilon\) be the electronic (high-frequency) dielectric constant and \(\omega_L\) the longitudinal frequency. In atomic units (\(\hbar\), the elementary charge and the Coulomb constant all equal to one) and for \(q\neq0\), the long-range vertex and its square are

\[
g=\frac{4\pi}{\Omega}\,\frac{1}{\sqrt{2\omega_L}}\,\frac{Z\,(q\cdot e)}{\sqrt\mu\,\varepsilon|q|^2},\qquad
g^2=\frac{8\pi^2Z^2(q\cdot e)^2}{\Omega^2\mu\,\omega_L\,\varepsilon^2|q|^4}.
\]

Now let \(\omega_T\) be the transverse frequency and \(\varepsilon_0\) the static dielectric constant, and assume

\[
\omega_L^2-\omega_T^2=\frac{4\pi Z^2}{\Omega\mu\varepsilon},\qquad \varepsilon_0\,\omega_T^2=\varepsilon\,\omega_L^2 .
\]

The first relation replaces the charge and mass by the splitting:

\[
g^2=\frac{2\pi}{\Omega}\,\frac{\omega_L^2-\omega_T^2}{\varepsilon\,\omega_L}\,\frac{(q\cdot e)^2}{|q|^4}.
\]

The second gives \(\omega_T^2=\varepsilon\omega_L^2/\varepsilon_0\), hence \(\omega_L^2-\omega_T^2=\varepsilon\omega_L^2(1/\varepsilon-1/\varepsilon_0)\), and therefore

\[
g^2=\frac{2\pi\omega_L}{\Omega}\left(\frac1\varepsilon-\frac1{\varepsilon_0}\right)\frac{(q\cdot e)^2}{|q|^4}.
\]

Q: The algebra convinces me. My doubt is about the formal version: someone could define \(g\) by the final formula and prove nothing.

A: The definition of the vertex contains neither \(\varepsilon_0\) nor \(\omega_T\). The file works with real three-component vectors. In a cubic crystal with two ions per primitive cell, the dielectric tensor and both Born charge tensors are numbers times the identity.

```lean
import Mathlib

open Matrix Real

namespace FrohlichVertex

noncomputable section

/-- The isotropic tensor `a · 1` of a cubic crystal. -/
def isotropic (a : ℝ) : Matrix (Fin 3) (Fin 3) ℝ := a • 1
```

The vertex itself is defined for any finite set of ions, with arbitrary Born charge tensors and an arbitrary dielectric tensor.

```lean
/-- The long-range electron-phonon vertex `g` (up to a constant phase, `ħ = 1`) solves the screened
Poisson equation `(q·ε·q) g = (4π/Ω) (2ω)^(-1/2) ∑ q·Z·u`, for cell volume `Ω > 0`, frequency
`ω > 0`, Born charges `Z`, dielectric tensor `ε` and displacements `u`. -/
def IsPolarVertex {ι : Type*} [Fintype ι] (Ω ω : ℝ) (Z : ι → Matrix (Fin 3) (Fin 3) ℝ)
    (ε : Matrix (Fin 3) (Fin 3) ℝ) (u : ι → Fin 3 → ℝ) (q : Fin 3 → ℝ) (g : ℝ) : Prop :=
  (q ⬝ᵥ ε *ᵥ q) * g = 4 * π / Ω * (∑ κ, q ⬝ᵥ Z κ *ᵥ u κ) / √(2 * ω)
```

Here `q ⬝ᵥ ε *ᵥ q` is \(q\cdot\varepsilon\cdot q\), and the sum is \(q\cdot p\), where \(p\) is the dipole of the displacement pattern. "The dipole along \(q\)" always means this product, which includes the factor \(|q|\).

Q: Why an equation for \(g\), when everyone writes a quotient?

A: Because of \(q=0\). There the equation reads \(0=0\) and leaves \(g\) undetermined, as it should, whereas Lean's convention for division by zero would have turned the quotient into \(g=0\). The hypothesis \(q\neq0\) thus does real work.

Q: And the crystal?

A: It enters through four definitions. Index `0` is the positive ion and index `1` the negative one.

```lean
/-- The sign of the charge of each of the two ions. -/
def ionSign : Fin 2 → ℝ := ![1, -1]

/-- The Born charge tensors `±Z` of the two ions. -/
def ionCharge (Z : ℝ) (κ : Fin 2) : Matrix (Fin 3) (Fin 3) ℝ := isotropic (ionSign κ * Z)

/-- The reduced mass `μ`, with `1/μ = 1/M₊ + 1/M₋`, for positive masses. -/
def reducedMass (M : Fin 2 → ℝ) : ℝ := (1 / M 0 + 1 / M 1)⁻¹

/-- The optical displacements `±√μ e / M_±` with polarisation `e`, for positive masses. -/
def opticalMode (M : Fin 2 → ℝ) (e : Fin 3 → ℝ) (κ : Fin 2) : Fin 3 → ℝ :=
  (ionSign κ * √(reducedMass M) / M κ) • e
```

Q: Then what does the main theorem, `frohlich_coupling`, say in words?

A: Take positive masses, positive \(\omega_L\), \(\varepsilon\) and \(\varepsilon_0\), and a nonzero \(q\). Suppose the two relations hold, as `hsplit` and `hLST`, and suppose `g` solves the Poisson equation for this crystal and this mode, which is `hg`. Then \(g^2\) has the Fröhlich form. The code writes \(|q|^4\) as `(q ⬝ᵥ q) ^ 2`. The theorem accepts any vector `e`, but the mode is correctly normalised only for a unit vector, and at long wavelength the mode of frequency \(\omega_L\) in a cubic crystal is polarised along \(q\). The case to read physically is therefore a unit `e` along \(q\), with \(\Omega>0\).

Q: So the two relations are put in by hand.

A: Yes, they are assumed and not derived from a lattice model. `hsplit` stands for the extra restoring force that the macroscopic field exerts on a longitudinal displacement. `hLST`, the Lyddane–Sachs–Teller relation, stands for the static response being the electronic one plus that of this single polar mode; apart from the assumption that it is positive, \(\varepsilon_0\) enters the theorem only there and in the conclusion.

Q: What else is idealised?

A: The vertex is the long-wavelength dipole term alone. Quadrupole and higher multipole terms, short-range coupling, reciprocal-lattice vectors, electronic overlap factors and the constant phase of \(g\) are all left out. The mode is normalised over one cell, so in a crystal of \(N\) cells a sum of \(g^2\) over wavevectors carries a factor \(1/N\). The name Fröhlich refers here to the squared coupling; polaron energies and masses are not treated. For a cubic crystal with one polar mode, the formula allows the long-range coupling built from computed Born charges to be compared with the one built from dielectric constants.

Q: Take me through the proof, then.

A: It starts with two facts about the reduced mass: it is positive, and its product with \(1/M_0+1/M_1\) is one.

```lean
theorem reducedMass_pos {M : Fin 2 → ℝ} (hM : ∀ κ, 0 < M κ) : 0 < reducedMass M := by
  have h0 := hM 0
  have h1 := hM 1
  unfold reducedMass
  positivity

theorem reducedMass_mul {M : Fin 2 → ℝ} (hM : ∀ κ, 0 < M κ) :
    reducedMass M * (1 / M 0 + 1 / M 1) = 1 := by
  have h0 := hM 0
  have h1 := hM 1
  have h : 0 < 1 / M 0 + 1 / M 1 := by positivity
  exact inv_mul_cancel₀ h.ne'
```

Next, an isotropic tensor between two vectors gives a multiple of their dot product.

```lean
theorem dot_isotropic (a : ℝ) (q v : Fin 3 → ℝ) :
    q ⬝ᵥ isotropic a *ᵥ v = a * (q ⬝ᵥ v) := by
  simp only [isotropic, Matrix.smul_mulVec, Matrix.one_mulVec, dotProduct_smul, smul_eq_mul]
```

The usual quotient is then recovered wherever \(q\cdot\varepsilon\cdot q\neq0\), still for general tensors.

```lean
/-- Where `q·ε·q` is nonzero, the vertex is the right-hand side of the screened Poisson equation
divided by `q·ε·q`. -/
theorem isPolarVertex_iff {ι : Type*} [Fintype ι] {Ω ω g : ℝ}
    {Z : ι → Matrix (Fin 3) (Fin 3) ℝ} {ε : Matrix (Fin 3) (Fin 3) ℝ}
    {u : ι → Fin 3 → ℝ} {q : Fin 3 → ℝ} (h : q ⬝ᵥ ε *ᵥ q ≠ 0) :
    IsPolarVertex Ω ω Z ε u q g ↔
      g = 4 * π / Ω * (∑ κ, q ⬝ᵥ Z κ *ᵥ u κ) / √(2 * ω) / (q ⬝ᵥ ε *ᵥ q) := by
  rw [eq_div_iff h, mul_comm g]
  rfl
```

Q: Is the mode normalised, or did someone choose \(\sqrt\mu\) to make the answer come out?

A: The next theorem settles that. The products \(M_\kappa u_\kappa\) are \(\pm\sqrt\mu\,e\) and cancel, so the centre of mass stays at rest. For a unit `e`, ion \(\kappa\) contributes \(M_\kappa|u_\kappa|^2=\mu/M_\kappa\), and the two fractions add to one.

```lean
/-- For a unit polarisation, the optical mode leaves the centre of mass at rest and is normalised
with the masses as weights. -/
theorem opticalMode_normalised {M : Fin 2 → ℝ} (hM : ∀ κ, 0 < M κ) {e : Fin 3 → ℝ}
    (he : e ⬝ᵥ e = 1) :
    ∑ κ, M κ • opticalMode M e κ = 0 ∧
      ∑ κ, M κ * (opticalMode M e κ ⬝ᵥ opticalMode M e κ) = 1 := by
  have s0 : ionSign 0 = 1 := by simp [ionSign]
  have s1 : ionSign 1 = -1 := by simp [ionSign]
  constructor
  · have a : ∀ κ, M κ * (ionSign κ * √(reducedMass M) / M κ) = ionSign κ * √(reducedMass M) := by
      intro κ
      have h := (hM κ).ne'
      field_simp
    simp only [opticalMode, smul_smul, a, Fin.sum_univ_two, s0, s1]
    module
  · -- each ion contributes the fraction `μ / M_κ`
    have b : ∀ κ, M κ * (opticalMode M e κ ⬝ᵥ opticalMode M e κ)
        = reducedMass M * (1 / M κ) := by
      intro κ
      have h := (hM κ).ne'
      have s2 : ionSign κ * ionSign κ = 1 := by fin_cases κ <;> simp [ionSign]
      have r := Real.mul_self_sqrt (reducedMass_pos hM).le
      simp only [opticalMode, smul_dotProduct, dotProduct_smul, smul_eq_mul, he]
      calc M κ * (ionSign κ * √(reducedMass M) / M κ *
              (ionSign κ * √(reducedMass M) / M κ * 1))
          = (ionSign κ * ionSign κ) * (√(reducedMass M) * √(reducedMass M)) *
              (1 / M κ) * (M κ * (M κ)⁻¹) := by ring
        _ = reducedMass M * (1 / M κ) := by rw [s2, r, mul_inv_cancel₀ h]; ring
    rw [Finset.sum_congr rfl (fun κ _ => b κ), Fin.sum_univ_two, ← mul_add, reducedMass_mul hM]
```

The dipole comes next. The intermediate fact `h` is \(\sqrt\mu\,(1/M_0+1/M_1)=1/\sqrt\mu\), and `linear_combination` multiplies it by \(Z\,(q\cdot e)\), just as in the derivation above.

```lean
/-- The dipole of the optical mode along `q` is `Z (q·e) / √μ`. -/
theorem mode_dipole {M : Fin 2 → ℝ} (hM : ∀ κ, 0 < M κ) (Z : ℝ) (q e : Fin 3 → ℝ) :
    ∑ κ, q ⬝ᵥ ionCharge Z κ *ᵥ opticalMode M e κ = Z / √(reducedMass M) * (q ⬝ᵥ e) := by
  have s0 : ionSign 0 = 1 := by simp [ionSign]
  have s1 : ionSign 1 = -1 := by simp [ionSign]
  have hμ := reducedMass_pos hM
  have h : √(reducedMass M) * (1 / M 0 + 1 / M 1) = 1 / √(reducedMass M) := by
    rw [eq_div_iff (Real.sqrt_pos.mpr hμ).ne']
    linear_combination (1 / M 0 + 1 / M 1) * Real.mul_self_sqrt hμ.le + reducedMass_mul hM
  simp only [ionCharge, dot_isotropic, opticalMode, dotProduct_smul, smul_eq_mul,
    Fin.sum_univ_two, s0, s1]
  linear_combination Z * (q ⬝ᵥ e) * h
```

For the squared vertex, \(q\neq0\) gives \(q\cdot q\neq0\), so the quotient form applies. The proof inserts the dipole, squares the two roots, and leaves the collection of factors to `ring`.

```lean
/-- The squared vertex of the diatomic crystal in terms of the ionic charge and reduced mass. -/
theorem vertex_sq {M : Fin 2 → ℝ} (hM : ∀ κ, 0 < M κ) {Ω ω ε Z g : ℝ} {q e : Fin 3 → ℝ}
    (hω : 0 < ω) (hε : 0 < ε) (hq : q ≠ 0)
    (hg : IsPolarVertex Ω ω (ionCharge Z) (isotropic ε) (opticalMode M e) q g) :
    g ^ 2 = 8 * π ^ 2 * Z ^ 2 * (q ⬝ᵥ e) ^ 2 /
      (Ω ^ 2 * reducedMass M * ω * ε ^ 2 * (q ⬝ᵥ q) ^ 2) := by
  have hqq : q ⬝ᵥ q ≠ 0 := fun h => hq (dotProduct_self_eq_zero.mp h)
  have hd : q ⬝ᵥ isotropic ε *ᵥ q ≠ 0 := by
    rw [dot_isotropic]
    exact mul_ne_zero hε.ne' hqq
  rw [(isPolarVertex_iff hd).mp hg, mode_dipole hM, dot_isotropic]
  have h2 : 0 ≤ 2 * ω := by positivity
  simp only [div_pow, mul_pow, Real.sq_sqrt h2, Real.sq_sqrt (reducedMass_pos hM).le]
  ring
```

The Lyddane–Sachs–Teller step solves for \(\omega_T^2\) and clears the denominator \(\varepsilon\omega_L\).

```lean
/-- The Lyddane-Sachs-Teller relation expresses the LO-TO splitting through the difference of
the inverse dielectric constants. -/
theorem splitting_of_lst {ωL ωT ε ε₀ : ℝ} (hL : 0 < ωL) (hε : 0 < ε) (hε₀ : 0 < ε₀)
    (hLST : ε₀ * ωT ^ 2 = ε * ωL ^ 2) :
    ωL * (1 / ε - 1 / ε₀) = (ωL ^ 2 - ωT ^ 2) / (ε * ωL) := by
  have hT : ωT ^ 2 = ε * ωL ^ 2 / ε₀ := by
    rw [eq_div_iff hε₀.ne']
    linear_combination hLST
  rw [eq_div_iff (mul_pos hε hL).ne', hT]
  linear_combination ωL ^ 2 * mul_inv_cancel₀ hε.ne'
```

The main theorem rewrites the left side with the squared vertex and the right side with the Lyddane–Sachs–Teller step, then inserts the splitting relation on the right, after which the two sides agree by algebra.

```lean
/-- **Fröhlich coupling.** With the LO-TO splitting set by the ionic charge and the
Lyddane-Sachs-Teller relation, `g² = 2π ωL (1/ε - 1/ε₀) (q·e)² / (Ω |q|⁴)` for `q ≠ 0`. -/
theorem frohlich_coupling {M : Fin 2 → ℝ} (hM : ∀ κ, 0 < M κ) {Ω ωL ωT ε ε₀ Z g : ℝ}
    {q e : Fin 3 → ℝ} (hL : 0 < ωL) (hε : 0 < ε) (hε₀ : 0 < ε₀) (hq : q ≠ 0)
    (hsplit : ωL ^ 2 - ωT ^ 2 = 4 * π * Z ^ 2 / (Ω * reducedMass M * ε))
    (hLST : ε₀ * ωT ^ 2 = ε * ωL ^ 2)
    (hg : IsPolarVertex Ω ωL (ionCharge Z) (isotropic ε) (opticalMode M e) q g) :
    g ^ 2 = 2 * π * (ωL * (1 / ε - 1 / ε₀)) * (q ⬝ᵥ e) ^ 2 / (Ω * (q ⬝ᵥ q) ^ 2) := by
  rw [vertex_sq hM hL hε hq hg, splitting_of_lst hL hε hε₀ hLST, hsplit]
  ring
```

Q: Could the splitting relation be stronger than necessary? Perhaps the Fröhlich formula holds without it.

A: Not if the Lyddane–Sachs–Teller relation is kept. If the formula holds at a single \(q\) with \(q\cdot e\neq0\), the splitting must be \(4\pi Z^2/(\Omega\mu\varepsilon)\). The proof writes both sides of the formula with the common factor \(2\pi(q\cdot e)^2/(\Omega\varepsilon\omega_L|q|^4)\), which is nonzero, and cancels it.

```lean
/-- Conversely, given the Lyddane-Sachs-Teller relation, if the Fröhlich formula holds at one `q`
with `q·e ≠ 0`, then the LO-TO splitting is `4πZ²/(Ωμε)`. -/
theorem splitting_of_frohlich {M : Fin 2 → ℝ} (hM : ∀ κ, 0 < M κ) {Ω ωL ωT ε ε₀ Z g : ℝ}
    {q e : Fin 3 → ℝ} (hΩ : 0 < Ω) (hL : 0 < ωL) (hε : 0 < ε) (hε₀ : 0 < ε₀)
    (hqe : q ⬝ᵥ e ≠ 0) (hLST : ε₀ * ωT ^ 2 = ε * ωL ^ 2)
    (hg : IsPolarVertex Ω ωL (ionCharge Z) (isotropic ε) (opticalMode M e) q g)
    (hF : g ^ 2 = 2 * π * (ωL * (1 / ε - 1 / ε₀)) * (q ⬝ᵥ e) ^ 2 / (Ω * (q ⬝ᵥ q) ^ 2)) :
    ωL ^ 2 - ωT ^ 2 = 4 * π * Z ^ 2 / (Ω * reducedMass M * ε) := by
  have hq : q ≠ 0 := by
    rintro rfl
    exact hqe (zero_dotProduct e)
  have hqq : q ⬝ᵥ q ≠ 0 := fun h => hq (dotProduct_self_eq_zero.mp h)
  rw [vertex_sq hM hL hε hq hg, splitting_of_lst hL hε hε₀ hLST] at hF
  -- both sides carry the same nonzero geometric factor
  have hA : 2 * π * (q ⬝ᵥ e) ^ 2 / (Ω * ε * ωL * (q ⬝ᵥ q) ^ 2) ≠ 0 := by positivity
  apply mul_left_cancel₀ hA
  linear_combination -hF
```

Q: The version I remember has \(1/|q|^2\), not \((q\cdot e)^2/|q|^4\).

A: That is the longitudinal case. Put \(q=k\,e\) with \(e\) a unit vector and \(k\neq0\); then \((q\cdot e)^2=k^2\) and \(|q|^4=k^4\), which leaves \(1/k^2\).

```lean
/-- Under the splitting and Lyddane-Sachs-Teller relations assumed in `frohlich_coupling`, for a
longitudinal mode, `q = k e` with `e` a unit vector and `k ≠ 0`, the squared coupling is `2π ωL (1/ε
- 1/ε₀) / (Ω k²)`. -/
theorem longitudinal_coupling {M : Fin 2 → ℝ} (hM : ∀ κ, 0 < M κ) {Ω ωL ωT ε ε₀ Z g k : ℝ}
    {e : Fin 3 → ℝ} (hΩ : 0 < Ω) (hL : 0 < ωL) (hε : 0 < ε) (hε₀ : 0 < ε₀)
    (hk : k ≠ 0) (he : e ⬝ᵥ e = 1)
    (hsplit : ωL ^ 2 - ωT ^ 2 = 4 * π * Z ^ 2 / (Ω * reducedMass M * ε))
    (hLST : ε₀ * ωT ^ 2 = ε * ωL ^ 2)
    (hg : IsPolarVertex Ω ωL (ionCharge Z) (isotropic ε) (opticalMode M e) (k • e) g) :
    g ^ 2 = 2 * π * (ωL * (1 / ε - 1 / ε₀)) / (Ω * k ^ 2) := by
  have he0 : e ≠ 0 := by
    rintro rfl
    simp at he
  rw [frohlich_coupling hM hL hε hε₀ (smul_ne_zero hk he0) hsplit hLST hg]
  simp only [smul_dotProduct, dotProduct_smul, smul_eq_mul, he]
  rw [div_eq_div_iff (by positivity) (by positivity)]
  ring
```

Q: And a transverse mode?

A: Its dipole along \(q\) vanishes, so the Poisson equation becomes \(\varepsilon|q|^2g=0\) and forces \(g=0\), since \(\varepsilon\) and \(q\) are nonzero. Neither of the two frequency relations is needed.

```lean
/-- A transverse mode, `q·e = 0` with `q ≠ 0`, has zero long-range vertex. -/
theorem transverse_decouples {M : Fin 2 → ℝ} {Ω ω ε Z g : ℝ} {q e : Fin 3 → ℝ}
    (hε : ε ≠ 0) (hq : q ≠ 0) (hqe : q ⬝ᵥ e = 0)
    (hg : IsPolarVertex Ω ω (ionCharge Z) (isotropic ε) (opticalMode M e) q g) : g = 0 := by
  have hqq : q ⬝ᵥ q ≠ 0 := fun h => hq (dotProduct_self_eq_zero.mp h)
  simp only [IsPolarVertex, ionCharge, dot_isotropic, opticalMode, dotProduct_smul, smul_eq_mul,
    hqe, mul_zero, Finset.sum_const_zero, zero_div] at hg
  exact (mul_eq_zero.mp hg).resolve_left (mul_ne_zero hε hqq)

end

end FrohlichVertex
```

```lean
#print axioms FrohlichVertex.frohlich_coupling
#print axioms FrohlichVertex.splitting_of_frohlich
#print axioms FrohlichVertex.longitudinal_coupling
#print axioms FrohlichVertex.transverse_decouples
```

```
'FrohlichVertex.frohlich_coupling' depends on axioms: [propext, Classical.choice, Quot.sound]
'FrohlichVertex.splitting_of_frohlich' depends on axioms: [propext, Classical.choice, Quot.sound]
'FrohlichVertex.longitudinal_coupling' depends on axioms: [propext, Classical.choice, Quot.sound]
'FrohlichVertex.transverse_decouples' depends on axioms: [propext, Classical.choice, Quot.sound]
```

Q: One last test. What happens when the ions carry no charge?

A: The main theorem allows \(Z=0\). The splitting relation then gives \(\omega_L^2=\omega_T^2\), and the Lyddane–Sachs–Teller relation gives \(\varepsilon_0=\varepsilon\). The bracket \(1/\varepsilon-1/\varepsilon_0\) vanishes and so does \(g\): with no dipole, there is no macroscopic dipole field to scatter the electrons.
